# If ρSρ = ρ at all times, the change of the overlap fixes the occupied-occupied density response

When atoms move in a projector augmented-wave or ultrasoft calculation, the overlap matrix S moves with them. Suppose the first-order density matrix is built as in a fixed orthonormal basis, from virtual-occupied mixing and its adjoint alone. Unless ρS′ρ = 0, the orbitals then lose their orthonormality to first order, and the electron number tr(ρS) drifts at the rate tr(ρS′). The missing term lies in the occupied-occupied block:

ρSρ′Sρ = −ρS′ρ.

Here ρ is the density matrix of one spin channel in a finite basis, and a prime is a derivative with respect to time t, or to any real parameter such as an atomic displacement. For orbitals with coefficient vectors cᵢ and cᵢ†Scⱼ = δᵢⱼ, ρ = Σᵢ cᵢcᵢ†. The occupied projector is ρS from the left and Sρ from the right.

In linear-response calculations with integer occupations in a finite basis, this block therefore follows from ρ and S′ without solving a response equation.

```lean
import Mathlib

open Matrix

namespace AugmentedDensityResponse

noncomputable section

variable {n : Type*} [Fintype n]
```

## ρ and S are differentiable at t

Physically, the orbitals and the augmentation follow the motion smoothly. By hand, this permits the product rule. In Lean, `HasEntryDerivAt A A' t` says that every entry of the complex matrix `A` has the matching entry of `A'` as its derivative, so no matrix norm is chosen.

```lean
/-- The time-dependent matrix `A` has the derivative `A'` at time `t`, entry by entry. -/
def HasEntryDerivAt (A : ℝ → Matrix n n ℂ) (A' : Matrix n n ℂ) (t : ℝ) : Prop :=
  ∀ i j, HasDerivAt (fun s => A s i j) (A' i j) t
```

The product rule is proved entry by entry from the rule for finite sums of products, with the matrix factors kept in order.

```lean
/-- The product rule for time-dependent matrices, with the order of the factors kept. -/
theorem HasEntryDerivAt.mul {A B : ℝ → Matrix n n ℂ} {A' B' : Matrix n n ℂ} {t : ℝ}
    (hA : HasEntryDerivAt A A' t) (hB : HasEntryDerivAt B B' t) :
    HasEntryDerivAt (fun s => A s * B s) (A' * B t + A t * B') t := by
  intro i j
  simp only [Matrix.mul_apply, Matrix.add_apply]
  rw [← Finset.sum_add_distrib]
  exact HasDerivAt.fun_sum fun k _ => (hA i k).fun_mul (hB k j)
```

The constraint alone does not supply ρ′. With one basis function and S = 1, ρ may jump from 0 to 1: ρSρ = ρ holds throughout, but the electron number jumps too.

## ρSρ = ρ holds at all times

This condition, `hid`, stands for S-orthonormal orbitals that are either full or empty; fractional occupations violate it. It is assumed here, not derived from an equation of motion. Differentiating it gives

ρ′ = ρ′Sρ + ρS′ρ + ρSρ′.

In Lean, two applications of the product rule differentiate ρSρ, `hid` identifies that function with ρ, and uniqueness of the derivative equates the results.

```lean
/-- If `ρ S ρ = ρ` at all times, the density response obeys the linearized constraint
`ρ' = ρ' S ρ + ρ S' ρ + ρ S ρ'`. -/
theorem linearized_idempotency {ρ S : ℝ → Matrix n n ℂ} {ρ' S' : Matrix n n ℂ} {t : ℝ}
    (hid : ∀ s, ρ s * S s * ρ s = ρ s)
    (hρ : HasEntryDerivAt ρ ρ' t) (hS : HasEntryDerivAt S S' t) :
    ρ' = ρ' * S t * ρ t + ρ t * S' * ρ t + ρ t * S t * ρ' := by
  have h := (hρ.mul hS).mul hρ
  have e : (fun s => ρ s * S s * ρ s) = ρ := funext hid
  rw [e] at h
  -- the derivative of each entry is unique
  ext i j
  have hij := (hρ i j).unique (h i j)
  rw [hij, Matrix.add_mul]
```

Now multiply by ρS from the left and Sρ from the right:

ρSρ′Sρ = ρSρ′S(ρSρ) + (ρSρ)S′(ρSρ) + (ρSρ)Sρ′Sρ

Each bracket equals ρ, so

ρSρ′Sρ = ρSρ′Sρ + ρS′ρ + ρSρ′Sρ,

and cancelling one copy of ρSρ′Sρ gives the result. The virtual-virtual block follows by expansion:

(1−ρS)ρ′(1−Sρ) = ρ′ − ρSρ′ − ρ′Sρ + ρSρ′Sρ = ρS′ρ − ρS′ρ = 0.

Conversely, if this block vanishes and the occupied-occupied block is −ρS′ρ, the same expansion returns the differentiated constraint. The next lemma states this equivalence for fixed matrices, with `R`, `D` and `T` in the places of ρ, ρ′ and S′. The equation `e` is the two-sided projection above; `noncomm_ring` checks the expansions without commuting factors.

```lean
variable [DecidableEq n]

/-- For `R S R = R`, a matrix `D` solves the constraint linearized with overlap change `T` exactly
when its occupied-occupied block is `-R T R` and its virtual-virtual block vanishes. -/
theorem linearized_iff_blocks {R S D T : Matrix n n ℂ} (hR : R * S * R = R) :
    D = D * S * R + R * T * R + R * S * D ↔
      R * S * D * S * R = -(R * T * R) ∧ (1 - R * S) * D * (1 - S * R) = 0 := by
  constructor
  · intro h
    have hoo : R * S * D * S * R = -(R * T * R) := by
      -- project the constraint on the occupied space from both sides
      have e : R * S * (D * S * R + R * T * R + R * S * D) * S * R
          = R * S * D * S * (R * S * R) + (R * S * R) * T * (R * S * R)
            + (R * S * R) * S * D * S * R := by noncomm_ring
      rw [hR, ← h] at e
      linear_combination (norm := noncomm_ring) -e
    exact ⟨hoo, by linear_combination (norm := noncomm_ring) h + hoo⟩
  · rintro ⟨hoo, hvv⟩
    linear_combination (norm := noncomm_ring) hvv - hoo
```

The main theorem takes the first block. `ρ'` and `S'` are matrices tied to the two families by `hρ` and `hS`. Neither Hermiticity nor positivity of S is needed.

```lean
/-- If `ρ S ρ = ρ` at all times, the occupied-occupied part of the density response is fixed
by the change of the augmentation overlap: `ρ S ρ' S ρ = -ρ S' ρ`. -/
theorem occupied_occupied_response {ρ S : ℝ → Matrix n n ℂ} {ρ' S' : Matrix n n ℂ} {t : ℝ}
    (hid : ∀ s, ρ s * S s * ρ s = ρ s)
    (hρ : HasEntryDerivAt ρ ρ' t) (hS : HasEntryDerivAt S S' t) :
    ρ t * S t * ρ' * S t * ρ t = -(ρ t * S' * ρ t) :=
  ((linearized_iff_blocks (hid t)).1 (linearized_idempotency hid hρ hS)).1
```

The constraint at the single instant t is not enough. With one basis function, S = 1 and ρ(s) = 1 + s satisfy it at s = 0, where the left side is 1 and the right side is 0.

In a one-function basis with the orbital occupied, the theorem reduces to something familiar: ρ = 1/S, so ρ′ = −S′/S² = −ρS′ρ. The whole response is renormalisation.

## ρ and S are Hermitian

Hermiticity, which a physical density matrix and overlap have, enters only when the full response is assembled. Inserting the projectors on both sides, and using the vanishing virtual-virtual block,

ρ′ = ρSρ′Sρ + (1−ρS)ρ′Sρ + ρSρ′(1−Sρ).

Call the middle term X. Since ρ is Hermitian at all times, so is ρ′; with S Hermitian at t, the last term is X†. Hence

ρ′ = −ρS′ρ + X + X†.

In the proof, `hD` is the Hermiticity of ρ′ and `hX` computes X†.

```lean
/-- For Hermitian `ρ` and `S` with `ρ S ρ = ρ` at all times, the density response is the overlap
term `-ρ S' ρ` plus the virtual-occupied block `(1 - ρ S) ρ' S ρ` and its adjoint. -/
theorem response_decomposition {ρ S : ℝ → Matrix n n ℂ} {ρ' S' : Matrix n n ℂ} {t : ℝ}
    (hid : ∀ s, ρ s * S s * ρ s = ρ s)
    (hρH : ∀ s, (ρ s).IsHermitian) (hSH : (S t).IsHermitian)
    (hρ : HasEntryDerivAt ρ ρ' t) (hS : HasEntryDerivAt S S' t) :
    ρ' = -(ρ t * S' * ρ t) + (1 - ρ t * S t) * ρ' * S t * ρ t
      + ((1 - ρ t * S t) * ρ' * S t * ρ t)ᴴ := by
  -- the derivative of a Hermitian family is Hermitian
  have hD : ρ'ᴴ = ρ' := by
    ext i j
    rw [Matrix.conjTranspose_apply]
    have h1 : HasDerivAt (fun s => star (ρ s j i)) (star (ρ' j i)) t := (hρ j i).star
    have e : (fun s => star (ρ s j i)) = fun s => ρ s i j :=
      funext fun s => (hρH s).apply i j
    rw [e] at h1
    exact h1.unique (hρ i j)
  have hX : ((1 - ρ t * S t) * ρ' * S t * ρ t)ᴴ
      = ρ t * (S t * (ρ' * (1 - S t * ρ t))) := by
    simp only [Matrix.conjTranspose_mul, Matrix.conjTranspose_sub, Matrix.conjTranspose_one,
      hD, (hρH t).eq, hSH.eq]
  have hlin := linearized_idempotency hid hρ hS
  have hoo := occupied_occupied_response hid hρ hS
  rw [hX]
  linear_combination (norm := noncomm_ring) hlin + hoo + hoo
```

Write matrices with rows separated by semicolons. Hermiticity of ρ at t alone does not suffice: for S = 1 and ρ(s) = (1, s; 0, 0), at s = 0 the right side is zero and ρ′ is not. Nor does Hermiticity of ρ without that of S: for S = (1, 1; −1, 0) and ρ(s) = (1, s; s, s²), at s = 0 the right side is (−2, 1; 1, 0), but ρ′ = (0, 1; 1, 0).

## A stationary electron number without Hermiticity

The first two hypotheses also keep tr(ρS) stationary. Multiply the differentiated constraint by S and take the trace. Cyclicity and ρSρ = ρ give

tr(ρ′S) = 2 tr(ρ′SρS) + tr(ρS′).

The occupied-occupied identity, treated likewise, gives tr(ρ′SρS) = −tr(ρS′). Therefore tr(ρ′S) + tr(ρS′) = 0, which is the derivative of tr(ρS). The equation `c1` is a cyclic permutation; `c2` and `c3` combine cyclic permutations with ρSρ = ρ.

```lean
/-- If `ρ S ρ = ρ` at all times, the electron number `tr(ρ S)` is stationary at every time at
which `ρ` and `S` are differentiable. -/
theorem electron_number_stationary {ρ S : ℝ → Matrix n n ℂ} {ρ' S' : Matrix n n ℂ} {t : ℝ}
    (hid : ∀ s, ρ s * S s * ρ s = ρ s)
    (hρ : HasEntryDerivAt ρ ρ' t) (hS : HasEntryDerivAt S S' t) :
    HasDerivAt (fun s => trace (ρ s * S s)) 0 t := by
  have e : HasDerivAt (fun s => ∑ i, (ρ s * S s) i i)
      (∑ i, (ρ' * S t + ρ t * S') i i) t :=
    HasDerivAt.fun_sum fun i _ => (hρ.mul hS) i i
  have hlin := linearized_idempotency hid hρ hS
  have hoo := occupied_occupied_response hid hρ hS
  have hR := hid t
  have hz : trace (ρ' * S t + ρ t * S') = 0 := by
    generalize ρ t = R at *
    generalize S t = Q at *
    -- traces of the linearized constraint and of its occupied block
    have t1 := congrArg (fun X => trace (X * Q)) hlin
    have t2 := congrArg (fun X => trace (X * Q)) hoo
    simp only [Matrix.add_mul, Matrix.neg_mul, trace_add, trace_neg] at t1 t2
    -- cyclic permutations, combined with `R Q R = R` in `c2` and `c3`
    have c1 : trace (R * Q * ρ' * Q) = trace (ρ' * Q * R * Q) := by
      calc trace (R * Q * ρ' * Q) = trace ((R * Q) * (ρ' * Q)) := by
            simp only [Matrix.mul_assoc]
        _ = trace ((ρ' * Q) * (R * Q)) := trace_mul_comm _ _
        _ = trace (ρ' * Q * R * Q) := by simp only [Matrix.mul_assoc]
    have c2 : trace (R * S' * R * Q) = trace (R * S') := by
      calc trace (R * S' * R * Q) = trace ((R * S') * (R * Q)) := by
            simp only [Matrix.mul_assoc]
        _ = trace ((R * Q) * (R * S')) := trace_mul_comm _ _
        _ = trace ((R * Q * R) * S') := by simp only [Matrix.mul_assoc]
        _ = trace (R * S') := by rw [hR]
    have c3 : trace (R * Q * ρ' * Q * R * Q) = trace (ρ' * Q * R * Q) := by
      calc trace (R * Q * ρ' * Q * R * Q) = trace ((R * Q) * (ρ' * Q * R * Q)) := by
            simp only [Matrix.mul_assoc]
        _ = trace ((ρ' * Q * R * Q) * (R * Q)) := trace_mul_comm _ _
        _ = trace (ρ' * Q * (R * Q * R) * Q) := by simp only [Matrix.mul_assoc]
        _ = trace (ρ' * Q * R * Q) := by rw [hR]
    rw [trace_add]
    linear_combination t1 + c1 - 2 * c3 + 2 * t2 - c2
  exact e.congr_deriv hz
```

## One orbital in two basis functions

An explicit family satisfies all the hypotheses with a moving overlap that is non-diagonal for t ≠ 0.

```lean
/-- A density matrix of one occupied orbital in a basis of two functions. -/
def exampleRho (t : ℝ) : Matrix (Fin 2) (Fin 2) ℂ :=
  !![(1 - (t : ℂ)) * (1 - (t : ℂ)) / 2, (1 - (t : ℂ)) / 2; (1 - (t : ℂ)) / 2, 1 / 2]

/-- A time-dependent overlap matrix of two basis functions, non-diagonal for `t ≠ 0`. -/
def exampleS (t : ℝ) : Matrix (Fin 2) (Fin 2) ℂ :=
  !![1, (t : ℂ); (t : ℂ), 1 + (t : ℂ) * (t : ℂ)]
```

At t = 1,

ρ = (0, 0; 0, 1/2), S = (1, 1; 1, 2)

ρ′ = (0, −1/2; −1/2, 0), S′ = (0, 1; 1, 2).

Then ρS = (0, 0; 1/2, 1) and Sρ = (0, 1/2; 0, 1), so

ρSρ′ = (0, 0; −1/2, −1/4)

ρSρ′Sρ = (0, 0; 0, −1/2) = −ρ.

Directly, ρS′ρ = (0, 0; 0, 1/2) = ρ, as required. Leaving this term out would make the electron number grow at the rate tr(ρS′) = 1.

The last theorem checks the constraint, Hermiticity, both derivatives and ρS′ρ = ρ for every t, by entrywise differentiation and algebra.

```lean
/-- The two-function example is Hermitian, satisfies `ρ S ρ = ρ`, has the stated derivatives, and
its overlap term is `ρ S' ρ = ρ`. -/
theorem occupied_occupied_response_witness (t : ℝ) :
    exampleRho t * exampleS t * exampleRho t = exampleRho t ∧
    (exampleRho t).IsHermitian ∧ (exampleS t).IsHermitian ∧
    HasEntryDerivAt exampleRho !![-(1 - (t : ℂ)), -1 / 2; -1 / 2, 0] t ∧
    HasEntryDerivAt exampleS !![0, 1; 1, 2 * (t : ℂ)] t ∧
    exampleRho t * !![0, 1; 1, 2 * (t : ℂ)] * exampleRho t = exampleRho t := by
  have key : ∀ a b c d a' b' c' d' : ℂ, a = a' → b = b' → c = c' → d = d' →
      !![a, b; c, d] = !![a', b'; c', d'] := by
    rintro a b c d _ _ _ _ rfl rfl rfl rfl
    rfl
  have h : HasDerivAt (fun s : ℝ => (s : ℂ)) 1 t := by
    simpa using (hasDerivAt_id' t).ofReal_comp
  have h1 : HasDerivAt (fun s : ℝ => 1 - (s : ℂ)) (-1) t := h.const_sub 1
  refine ⟨?_, ?_, ?_, ?_, ?_, ?_⟩
  · rw [exampleRho, exampleS, Matrix.mul_fin_two, Matrix.mul_fin_two]
    apply key <;> ring
  · apply Matrix.IsHermitian.ext
    intro i j
    fin_cases i <;> fin_cases j <;> simp [exampleRho]
  · apply Matrix.IsHermitian.ext
    intro i j
    fin_cases i <;> fin_cases j <;> simp [exampleS]
  · intro i j
    fin_cases i <;> fin_cases j
    · exact ((h1.fun_mul h1).div_const 2).congr_deriv
        (by change _ = -(1 - (t : ℂ)); ring)
    · exact h1.div_const 2
    · exact h1.div_const 2
    · exact hasDerivAt_const t (1 / 2 : ℂ)
  · intro i j
    fin_cases i <;> fin_cases j
    · exact hasDerivAt_const t (1 : ℂ)
    · exact h
    · exact h
    · exact ((h.fun_mul h).const_add 1).congr_deriv
        (by change _ = 2 * (t : ℂ); ring)
  · rw [exampleRho, Matrix.mul_fin_two, Matrix.mul_fin_two]
    apply key <;> ring

end

end AugmentedDensityResponse
```

To apply these theorems to a real calculation, one must still identify S(t) with the augmented overlap built from projectors and augmentation charges. If the basis functions themselves move, S′ also contains their contribution.

```lean
#print axioms AugmentedDensityResponse.occupied_occupied_response
#print axioms AugmentedDensityResponse.response_decomposition
#print axioms AugmentedDensityResponse.electron_number_stationary
```

```
'AugmentedDensityResponse.occupied_occupied_response' depends on axioms: [propext, Classical.choice, Quot.sound]
'AugmentedDensityResponse.response_decomposition' depends on axioms: [propext, Classical.choice, Quot.sound]
'AugmentedDensityResponse.electron_number_stationary' depends on axioms: [propext, Classical.choice, Quot.sound]
```
